# The Chambers history integral of a continuous periodic signal reduces to one period

Let v(t) be a complex signal in real time, such as a velocity component along a cyclotron orbit, and let τ be the relaxation time. The history integral is

h(t) = ∫₀^∞ v(t − s) e^(−s/τ) ds.

The weight is the probability of surviving a time s without scattering at the constant rate 1/τ. It is not normalised: v = 1 gives h = τ. In Lean, h(t) is `chambers τ v t`, a Lebesgue integral over `Ioi (0 : ℝ)`, the times s > 0. The signal is given; finding the orbit and summing over the Fermi surface to get a conductivity are separate tasks.

```lean
import Mathlib

open MeasureTheory Set Filter Topology

namespace ChambersTube

noncomputable section

/-- The Chambers history integral at time `t`: the past signal `v (t - s)`, weighted by the
probability `exp (-s/τ)` of no scattering during the time `s`, for a relaxation time `τ > 0`. -/
def chambers (τ : ℝ) (v : ℝ → ℂ) (t : ℝ) : ℂ :=
  ∫ s in Ioi (0 : ℝ), v (t - s) * (Real.exp (-s / τ) : ℂ)
```

## Positive relaxation time

Physically, τ > 0 says that scattering erases memory. By hand, it makes the integral converge: if |v| ≤ C, the integrand is at most C e^(−s/τ), with integral Cτ. In the proofs, `hτ` supplies this decay. For τ < 0 the weight grows, and already v = 1 gives a divergent integral, to which Lean assigns the value 0.

The derivative of the weight, used later for the relaxation-time equation, needs no sign condition.

```lean
/-- The survival factor `exp (-s/τ)` has derivative `-exp (-s/τ)/τ`. -/
theorem survival_hasDerivAt (τ s : ℝ) :
    HasDerivAt (fun x : ℝ => (Real.exp (-x / τ) : ℂ)) (-(Real.exp (-s / τ) : ℂ) / τ) s := by
  have h := ((hasDerivAt_id' s).fun_neg.div_const τ).exp.ofReal_comp
  refine h.congr_deriv ?_
  push_cast
  ring
```

## Continuous and bounded signal

A bounded velocity cannot outgrow the damping as one looks back in time. Without a bound it can: v(t) = e^(−t/τ) makes the integrand constant in s, and the integral diverges. In `history_integrableOn`, continuity gives measurability and `hC` gives the dominating exponential.

```lean
/-- For a continuous bounded signal and `τ > 0`, the weighted history is integrable over all
times `s > c`. -/
theorem history_integrableOn {τ C : ℝ} {v : ℝ → ℂ} (hτ : 0 < τ) (hv : Continuous v)
    (hC : ∀ x, ‖v x‖ ≤ C) (t c : ℝ) :
    IntegrableOn (fun s : ℝ => v (t - s) * (Real.exp (-s / τ) : ℂ)) (Ioi c) := by
  have h := Integrable.const_mul (exp_neg_integrableOn_Ioi c (inv_pos.2 hτ)) C
  refine Integrable.mono' h (Continuous.aestronglyMeasurable (by fun_prop)) ?_
  refine Eventually.of_forall fun s => ?_
  have hs : ‖v (t - s) * (Real.exp (-s / τ) : ℂ)‖ ≤ C * Real.exp (-τ⁻¹ * s) := by
    rw [norm_mul, Complex.norm_real, Real.norm_of_nonneg (Real.exp_pos _).le,
      show -s / τ = -τ⁻¹ * s by ring]
    exact mul_le_mul_of_nonneg_right (hC _) (Real.exp_pos _).le
  exact hs
```

With convergence secured, cut the history at s = a and substitute s = a + s′ in the remote part:

∫ₐ^∞ v(t − s) e^(−s/τ) ds = e^(−a/τ) ∫₀^∞ v(t − a − s′) e^(−s′/τ) ds′.

Hence

h(t) = ∫₀ᵃ v(t − s) e^(−s/τ) ds + e^(−a/τ) h(t − a).

The lemma proves the substitution as `shift`, then joins the two ranges.

```lean
/-- For a continuous bounded signal and `τ > 0`, the history splits at any time `a` into the
integral of the weighted signal from `0` to `a` plus `exp (-a/τ)` times the history integral at
`t - a`. -/
theorem chambers_split {τ C : ℝ} {v : ℝ → ℂ} (hτ : 0 < τ) (hv : Continuous v)
    (hC : ∀ x, ‖v x‖ ≤ C) (t a : ℝ) :
    chambers τ v t = (∫ s in (0 : ℝ)..a, v (t - s) * (Real.exp (-s / τ) : ℂ))
      + (Real.exp (-a / τ) : ℂ) * chambers τ v (t - a) := by
  -- the remote history is a shifted copy of the full one
  have shift : ∫ s in Ioi a, v (t - s) * (Real.exp (-s / τ) : ℂ)
      = (Real.exp (-a / τ) : ℂ) * chambers τ v (t - a) := by
    have h := (measurePreserving_add_right volume a).setIntegral_preimage_emb
      (measurableEmbedding_addRight a)
      (fun s : ℝ => v (t - s) * (Real.exp (-s / τ) : ℂ)) (Ioi a)
    have hp : (fun x : ℝ => x + a) ⁻¹' Ioi a = Ioi 0 := by
      ext x
      simp
    rw [hp] at h
    refine h.symm.trans ?_
    rw [chambers, ← integral_const_mul]
    refine integral_congr_ae (Eventually.of_forall fun s => ?_)
    have e1 : t - (s + a) = t - a - s := by ring
    have e2 : -(s + a) / τ = -a / τ + -s / τ := by ring
    simp only [e1, e2, Real.exp_add, Complex.ofReal_mul]
    ring
  rw [← shift, chambers]
  exact (intervalIntegral.integral_interval_add_Ioi (history_integrableOn hτ hv hC t 0)
    (history_integrableOn hτ hv hC t a)).symm
```

## Periodic signal with T > 0

`Function.Periodic v T` means v(x + T) = v(x) for all x, as on a closed orbit; T need not be the shortest period. By hand, set a = T. Periodicity gives h(t − T) = h(t), so

(1 − e^(−T/τ)) h(t) = ∫₀ᵀ v(t − s) e^(−s/τ) ds.

Since T and τ are positive, e^(−T/τ) < 1 and we may divide. The proof follows the same route: `hsame` is the equality of histories and `hne` the nonzero denominator. No bound is assumed, because a continuous function is bounded on [0, T] and periodicity extends the bound to all times. Without periodicity, h(t − T) remains as a second unknown; at T = 0 the equation reads 0 = 0.

```lean
/-- For a continuous `T`-periodic signal with `τ, T > 0`, the integral over the whole history is the
integral over one period divided by `1 - exp (-T/τ)`. -/
theorem chambers_periodic {τ T : ℝ} {v : ℝ → ℂ} (hτ : 0 < τ) (hT : 0 < T)
    (hv : Continuous v) (hper : Function.Periodic v T) (t : ℝ) :
    chambers τ v t = (∫ s in (0 : ℝ)..T, v (t - s) * (Real.exp (-s / τ) : ℂ))
      / (1 - (Real.exp (-T / τ) : ℂ)) := by
  -- a continuous periodic signal is bounded
  obtain ⟨C, hC⟩ := (isCompact_Icc (a := (0 : ℝ)) (b := T)).exists_bound_of_continuousOn
    hv.continuousOn
  have hb : ∀ x, ‖v x‖ ≤ C := by
    intro x
    obtain ⟨y, hy, hxy⟩ := hper.exists_mem_Ico₀ hT x
    rw [hxy]
    exact hC y ⟨hy.1, hy.2.le⟩
  have hsplit := chambers_split hτ hv hb t T
  -- one period earlier the history looks the same
  have hback : ∀ s, v (t - T - s) = v (t - s) := by
    intro s
    rw [show t - T - s = t - s - T by ring, hper.sub_eq]
  have hsame : chambers τ v (t - T) = chambers τ v t := by
    simp only [chambers, hback]
  rw [hsame] at hsplit
  have hlt : Real.exp (-T / τ) < 1 := by
    rw [Real.exp_lt_one_iff, neg_div]
    exact neg_neg_of_pos (div_pos hT hτ)
  have hne : (1 : ℂ) - (Real.exp (-T / τ) : ℂ) ≠ 0 := by
    refine sub_ne_zero.2 fun h => hlt.ne' ?_
    exact_mod_cast h
  rw [eq_div_iff hne]
  linear_combination hsplit
```

In a semiclassical magnetotransport code with constant τ and closed orbits, one can therefore integrate over a single period and divide by the denominator. When T ≪ τ, computing the denominator as `-expm1(-T/τ)` avoids cancellation there. If v averages to zero over a period, the integral in the numerator is also small, by cancellation between parts of the orbit, and dividing by about T/τ magnifies its quadrature error.

## Continuity at the present time

Setting a = t and u = t − s in the split gives

h(t) = e^(−t/τ) [h(0) + ∫₀ᵗ v(u) e^(u/τ) du].

The product rule and the fundamental theorem of calculus then yield

h′(t) = v(t) − h(t)/τ.

Here continuity does more than secure measurability: at a jump of v, h has a kink and no derivative. In the proof, `rep` is the displayed formula and `hI` the derivative of its integral.

```lean
/-- For a continuous bounded signal and `τ > 0`, the history integral `h` solves the
relaxation-time equation `h' = v - h/τ`. -/
theorem chambers_hasDerivAt {τ C : ℝ} {v : ℝ → ℂ} (hτ : 0 < τ) (hv : Continuous v)
    (hC : ∀ x, ‖v x‖ ≤ C) (t : ℝ) :
    HasDerivAt (chambers τ v) (v t - chambers τ v t / τ) t := by
  -- split the history at time zero
  have rep : ∀ x, chambers τ v x = (Real.exp (-x / τ) : ℂ) *
      (chambers τ v 0 + ∫ u in (0 : ℝ)..x, v u * (Real.exp (u / τ) : ℂ)) := by
    intro x
    have hsub := intervalIntegral.integral_comp_sub_left (a := 0) (b := x)
      (fun u : ℝ => v u * (Real.exp (-(x - u) / τ) : ℂ)) x
    simp only [sub_sub_cancel, sub_self, sub_zero] at hsub
    have hpull : ∫ u in (0 : ℝ)..x, v u * (Real.exp (-(x - u) / τ) : ℂ)
        = (Real.exp (-x / τ) : ℂ) * ∫ u in (0 : ℝ)..x, v u * (Real.exp (u / τ) : ℂ) := by
      rw [← intervalIntegral.integral_const_mul]
      refine intervalIntegral.integral_congr fun u _ => ?_
      have e : -(x - u) / τ = -x / τ + u / τ := by ring
      simp only [e, Real.exp_add, Complex.ofReal_mul]
      ring
    rw [chambers_split hτ hv hC x x, hsub, hpull, sub_self]
    ring
  have hcont : Continuous fun u : ℝ => v u * (Real.exp (u / τ) : ℂ) := by fun_prop
  have hI := (hcont.integral_hasStrictDerivAt 0 t).hasDerivAt
  have h := (survival_hasDerivAt τ t).fun_mul (hI.const_add (chambers τ v 0))
  refine (h.congr_of_eventuallyEq (Eventually.of_forall rep)).congr_deriv ?_
  have hee : (Real.exp (-t / τ) : ℂ) * (Real.exp (t / τ) : ℂ) = 1 := by
    rw [← Complex.ofReal_mul, ← Real.exp_add, show -t / τ + t / τ = 0 by ring]
    simp
  rw [rep t]
  linear_combination v t * hee
```

## Bounded response in the remote past

Boundedness of a solution g excludes a transient A e^(−t/τ), which solves the equation without a source but blows up as t → −∞. If g′ = v − g/τ, then

d/ds [−g(t − s) e^(−s/τ)] = v(t − s) e^(−s/τ).

The bracket tends to 0 as s → ∞, by the bound on g, and equals −g(t) at s = 0. Integration gives h(t) = g(t). In the proof, `hd` is the derivative formula and `hlim` the limit. Without the bound, any transient could be added and uniqueness would fail.

```lean
/-- For a continuous bounded signal and `τ > 0`, every bounded solution of the relaxation-time
equation `g' = v - g/τ` on the whole time axis is the Chambers history integral. -/
theorem eq_chambers_of_bounded {τ C D : ℝ} {v g : ℝ → ℂ} (hτ : 0 < τ) (hv : Continuous v)
    (hC : ∀ x, ‖v x‖ ≤ C) (hD : ∀ x, ‖g x‖ ≤ D)
    (hg : ∀ x, HasDerivAt g (v x - g x / τ) x) (t : ℝ) : g t = chambers τ v t := by
  -- an antiderivative of the weighted history
  have hd : ∀ s : ℝ, HasDerivAt (fun s : ℝ => -(g (t - s) * (Real.exp (-s / τ) : ℂ)))
      (v (t - s) * (Real.exp (-s / τ) : ℂ)) s := by
    intro s
    exact (((hg (t - s)).comp_const_sub t s).fun_mul
      (survival_hasDerivAt τ s)).fun_neg.congr_deriv (by ring)
  -- it vanishes in the remote past
  have hlim : Tendsto (fun s : ℝ => -(g (t - s) * (Real.exp (-s / τ) : ℂ))) atTop (𝓝 0) := by
    have hexp : Tendsto (fun s : ℝ => D * Real.exp (-s / τ)) atTop (𝓝 0) := by
      have h := (Real.tendsto_exp_atBot.comp
        (Tendsto.atBot_div_const hτ tendsto_neg_atTop_atBot)).const_mul D
      rw [mul_zero] at h
      exact h
    refine squeeze_zero_norm (fun s => ?_) hexp
    rw [norm_neg, norm_mul, Complex.norm_real, Real.norm_of_nonneg (Real.exp_pos _).le]
    exact mul_le_mul_of_nonneg_right (hD _) (Real.exp_pos _).le
  have h := integral_Ioi_of_hasDerivAt_of_tendsto' (fun s _ => hd s)
    (history_integrableOn hτ hv hC t 0) hlim
  rw [chambers, h]
  simp
```

## Real frequency

A real ω describes a steady oscillation, with |e^(iωt)| = 1. Put c = τ/(1 + iωτ); the denominator has real part 1, so it is nonzero. Then iωc = 1 − c/τ, and g(t) = c e^(iωt) satisfies

g′(t) = iωc e^(iωt) = e^(iωt) − g(t)/τ.

It is bounded by |c|, so it equals h(t). The proof checks iωc = 1 − c/τ as `hk` and applies `eq_chambers_of_bounded`. No relation between ω and a period is needed, and ω = 0 returns τ. For complex ω with Im ω ≥ 1/τ, the history integral diverges.

For ω > 0 and T = 2π/ω, this closed form gives a numerical check on the one-period quadrature.

```lean
/-- For `τ > 0` and any real frequency `ω`, the history integral of `exp (iωt)` is
`exp (iωt) τ/(1 + iωτ)`. -/
theorem chambers_harmonic {τ : ℝ} (hτ : 0 < τ) (ω t : ℝ) :
    chambers τ (fun x : ℝ => Complex.exp (Complex.I * ω * x)) t
      = Complex.exp (Complex.I * ω * t) * (τ / (1 + Complex.I * ω * τ)) := by
  have hn : ∀ x : ℝ, ‖Complex.exp (Complex.I * ω * x)‖ = 1 := by
    intro x
    rw [show Complex.I * ω * x = ((ω * x : ℝ) : ℂ) * Complex.I by push_cast; ring]
    exact Complex.norm_exp_ofReal_mul_I _
  have hne : 1 + Complex.I * ω * τ ≠ 0 := by
    intro h
    have hre := congrArg Complex.re h
    simp at hre
  have hc : (τ : ℂ) / (1 + Complex.I * ω * τ) * (1 + Complex.I * ω * τ) = τ :=
    div_mul_cancel₀ _ hne
  generalize (τ : ℂ) / (1 + Complex.I * ω * τ) = c at hc ⊢
  have h1 : (τ : ℂ) * (τ : ℂ)⁻¹ = 1 := mul_inv_cancel₀ (by exact_mod_cast hτ.ne')
  have hk : Complex.I * ω * c = 1 - c * (τ : ℂ)⁻¹ := by
    linear_combination (τ : ℂ)⁻¹ * hc + (1 - Complex.I * ω * c) * h1
  -- the claimed response is a bounded solution of the relaxation-time equation
  refine (eq_chambers_of_bounded (C := 1) (D := ‖c‖)
    (g := fun x : ℝ => Complex.exp (Complex.I * ω * x) * c) hτ (by fun_prop)
    (fun x => (hn x).le) (fun x => ?_) (fun x => ?_) t).symm
  · rw [norm_mul, hn, one_mul]
  · have h := ((hasDerivAt_id' x).ofReal_comp.const_mul (Complex.I * ω)).cexp.mul_const c
    refine h.congr_deriv ?_
    push_cast
    linear_combination Complex.exp (Complex.I * ω * x) * hk

end

end ChambersTube
```

```lean
#print axioms ChambersTube.chambers_periodic
#print axioms ChambersTube.chambers_hasDerivAt
#print axioms ChambersTube.chambers_harmonic
```

```
'ChambersTube.chambers_periodic' depends on axioms: [propext, Classical.choice, Quot.sound]
'ChambersTube.chambers_hasDerivAt' depends on axioms: [propext, Classical.choice, Quot.sound]
'ChambersTube.chambers_harmonic' depends on axioms: [propext, Classical.choice, Quot.sound]
```
